# Traces of an even number of gamma matrices reduce to signed sums over pairings

In an unpolarised tree-level QED cross section, the squared amplitude summed over spins contains traces of products of slashed momenta and vertex gamma matrices. Writing such traces in terms of scalar products gives a phase-space integrand without matrices. The parts below do this for products of slashed vectors with no \(\gamma^5\) inserted. That the spin sum produces such traces follows from the Feynman rules and the completeness relations of the Dirac spinors, and is not derived here.

Let \(V\) be a set of labels for the vectors and \(A\) a complex algebra with unit. A map \(\gamma:V\to A\) assigns to each label its slashed vector, and \(B(a,b)\) is a complex number for each pair of labels. They are tied by the Clifford relation

\[
\gamma(a)\gamma(b)+\gamma(b)\gamma(a)=2B(a,b)\,1 ,
\]

which is the hypothesis `hγ`. Physically, it makes a slashed momentum square to the invariant \(p^2\), so that plane-wave solutions of the free Dirac equation lie on the mass shell. The functional \(\mathrm{Tr}:A\to\mathbb C\) is linear and cyclic, \(\mathrm{Tr}(xy)=\mathrm{Tr}(yx)\), as the matrix trace is; cyclicity is the hypothesis `hTr`. Neither linearity of \(\gamma\) nor a dimension of spacetime is assumed.

For a list \(l=[l_0,\dots,l_{m-1}]\) of labels, write \(\Pi(l)=\gamma(l_0)\cdots\gamma(l_{m-1})\), with \(\Pi([\,])=1\), and let \(l\setminus j\) be the list without its entry at position \(j\). In Lean these are `(l.map γ).prod` and `l.eraseIdx j`, and \(l_j\) is `l.get j`. Positions count from zero.

```lean
import Mathlib

open scoped Nat

namespace GammaTraces

variable {V A : Type*} [Ring A] [Algebra ℂ A]
```

## (a) Moving one gamma through a product

Show that carrying \(\gamma(a)\) from the left end of \(\Pi(l)\) to the right end leaves one contraction per factor:

\[
\gamma(a)\Pi(l)=2\sum_{j=0}^{m-1}(-1)^jB(a,l_j)\,\Pi(l\setminus j)+(-1)^m\,\Pi(l)\gamma(a).
\]

**Solution.** Use induction on \(m\). For \(m=0\) both sides are \(\gamma(a)\). For a list that starts with \(b\) and continues with \(l\), the Clifford relation gives

\[
\gamma(a)\gamma(b)\Pi(l)=2B(a,b)\Pi(l)-\gamma(b)\,\gamma(a)\Pi(l).
\]

The first term is the contraction at position 0. Insert the formula for \(l\) into the second. Its contraction at position \(j\) gains a factor \(-\gamma(b)\) on the left, so it becomes the contraction at position \(j+1\) of the longer list, with the correct sign. The transported term becomes \((-1)^{m+1}\gamma(b)\Pi(l)\gamma(a)\).

In the proof, `h1` is the displayed exchange and `hs` separates position 0 from the shifted positions. The tactic `module` collects the coefficients.

```lean
/-- Moving `γ a` from the left to the right of a product of gammas produces one contraction
with each factor, with alternating signs, and an overall sign for the transported term. -/
theorem move_through (B : V → V → ℂ) (γ : V → A)
    (hγ : ∀ a b, γ a * γ b + γ b * γ a = (2 * B a b) • (1 : A)) (a : V) (l : List V) :
    γ a * (l.map γ).prod =
      (2 : ℂ) • ∑ j : Fin l.length,
        ((-1) ^ (j : ℕ) * B a (l.get j)) • ((l.eraseIdx j).map γ).prod
      + (-1 : ℂ) ^ l.length • ((l.map γ).prod * γ a) := by
  induction l with
  | nil => simp
  | cons b l ih =>
    -- split off the contraction with the first factor
    have hs : ∑ j : Fin (b :: l).length,
        ((-1) ^ (j : ℕ) * B a ((b :: l).get j)) • (((b :: l).eraseIdx j).map γ).prod
        = B a b • (l.map γ).prod - γ b * ∑ j : Fin l.length,
          ((-1) ^ (j : ℕ) * B a (l.get j)) • ((l.eraseIdx j).map γ).prod := by
      refine (Fin.sum_univ_succ (n := l.length) _).trans ?_
      rw [Finset.mul_sum, sub_eq_add_neg, ← Finset.sum_neg_distrib]
      congr 1
      · simp
      · refine Finset.sum_congr rfl fun j _ => ?_
        simp [pow_succ]
    have h1 : γ a * (γ b * (l.map γ).prod)
        = (2 * B a b) • (l.map γ).prod - γ b * (γ a * (l.map γ).prod) := by
      rw [← mul_assoc, ← mul_assoc, eq_sub_iff_add_eq, ← add_mul, hγ, smul_mul_assoc, one_mul]
    rw [hs, List.map_cons, List.prod_cons, h1, ih, List.length_cons, pow_succ, mul_add,
      mul_smul_comm, mul_smul_comm, mul_assoc]
    module
```

## (b) The trace recursion

Let \(m\) be odd, so that the trace contains an even number \(m+1\) of gammas. Show that

\[
\mathrm{Tr}\big(\gamma(a)\Pi(l)\big)=\sum_{j=0}^{m-1}(-1)^jB(a,l_j)\,\mathrm{Tr}\,\Pi(l\setminus j).
\]

**Solution.** Call the left side \(T\) and the sum on the right \(S\). The trace of (a) is

\[
T=2S-\mathrm{Tr}\big(\Pi(l)\gamma(a)\big)=2S-T,
\]

where the last step is cyclicity. Hence \(T=S\). Textbooks number all the vectors \(a_1,a_2,\dots\), so that \(l_j=a_{j+2}\); the sign is then \((-1)^k\) for the partner \(a_k\), \(k\ge2\).

The sign of the transported term counts the factors that \(\gamma(a)\) passes, which are \(m\) and not \(m+1\). If \(\gamma(a)\) itself is counted, the sign comes out as plus, \(T\) cancels from both sides, and nothing is learned about it. The hypothesis `hl` accordingly asks for odd length of the remaining list `l`.

```lean
/-- The trace of an even number of gammas is the alternating sum of the contractions of the
first vector `a` with each vector of the remaining list `l`, times the trace of what is left. -/
theorem trace_recursion (B : V → V → ℂ) (γ : V → A)
    (hγ : ∀ a b, γ a * γ b + γ b * γ a = (2 * B a b) • (1 : A))
    (Tr : A →ₗ[ℂ] ℂ) (hTr : ∀ x y, Tr (x * y) = Tr (y * x))
    (a : V) (l : List V) (hl : Odd l.length) :
    Tr (γ a * (l.map γ).prod) = ∑ j : Fin l.length,
      (-1) ^ (j : ℕ) * B a (l.get j) * Tr ((l.eraseIdx j).map γ).prod := by
  have h := congrArg Tr (move_through B γ hγ a l)
  -- cyclicity returns the transported term to the original trace
  rw [hl.neg_one_pow, map_add] at h
  simp only [map_smul, map_sum, smul_eq_mul] at h
  rw [hTr (l.map γ).prod (γ a)] at h
  linear_combination h / 2
```

## (c) Full recursion as a sum over pairings

Repeating (b) pairs off all the vectors. The list `pairings n l` records the outcome for \(2n\) labels. The first label is paired with each later one in turn, with the sign from (b), and the rest are treated in the same way. Each entry holds an integer sign and a list of pairs.

```lean
/-- The signed complete pairings of a list of `2 * n` labels: the first label is paired with
each later one in turn, with alternating signs, and the remaining labels are paired likewise. -/
def pairings {α : Type*} : ℕ → List α → List (ℤ × List (α × α))
  | 0, _ => [(1, [])]
  | _ + 1, [] => []
  | n + 1, a :: l => (List.finRange l.length).flatMap fun j : Fin l.length =>
      (pairings n (l.eraseIdx j)).map fun p =>
        ((-1) ^ (j : ℕ) * p.1, (a, l.get j) :: p.2)
```

The value of an entry \(P\) is its sign \(s_P\) times the product of \(B\) over its pairs.

```lean
/-- The value of a signed pairing: its sign times the product of `B` over its pairs. -/
def weight (B : V → V → ℂ) (p : ℤ × List (V × V)) : ℂ :=
  (p.1 : ℂ) * (p.2.map fun q => B q.1 q.2).prod
```

Show that for a list \(l\) of length \(2n\)

\[
\mathrm{Tr}\,\Pi(l)=\mathrm{Tr}(1)\sum_{P}s_P\prod_{(a,b)\in P}B(a,b).
\]

**Solution.** Use induction on \(n\). For \(n=0\) the only entry is the empty pairing with sign \(+1\), and both sides equal \(\mathrm{Tr}(1)\). For \(2n+2\) labels, written as \(a\) followed by \(l\), part (b) gives a sum over partners \(l_j\). Each remaining trace has \(2n\) gammas, so the induction hypothesis expands it over the pairings of \(l\setminus j\). The factor \((-1)^jB(a,l_j)\) is exactly what adding the pair \((a,l_j)\) contributes to each value, and summing over \(j\) runs through all entries for the longer list.

In Lean, `hflat` splits the sum by the partner of the first label, and `hw` extracts the factor of the new pair.

```lean
/-- The trace of `2 * n` gammas is the trace of the identity times the sum of the values of
all signed complete pairings. -/
theorem trace_eq_sum_pairings (B : V → V → ℂ) (γ : V → A)
    (hγ : ∀ a b, γ a * γ b + γ b * γ a = (2 * B a b) • (1 : A))
    (Tr : A →ₗ[ℂ] ℂ) (hTr : ∀ x y, Tr (x * y) = Tr (y * x))
    (n : ℕ) (l : List V) (hl : l.length = 2 * n) :
    Tr (l.map γ).prod = Tr 1 * ((pairings n l).map (weight B)).sum := by
  induction n generalizing l with
  | zero =>
    obtain rfl : l = [] := List.length_eq_zero_iff.mp (by omega)
    simp [pairings, weight]
  | succ n ih =>
    cases l with
    | nil => simp at hl
    | cons a l =>
      have hlen : l.length = 2 * n + 1 := by
        rw [List.length_cons] at hl
        omega
      have hflat : ∀ (L : List (Fin l.length)) (f : Fin l.length → List (ℤ × List (V × V))),
          ((L.flatMap f).map (weight B)).sum
            = (L.map fun j => ((f j).map (weight B)).sum).sum := by
        intro L f
        induction L with
        | nil => simp
        | cons x L ihL => simp [List.flatMap_cons, ihL]
      rw [List.map_cons, List.prod_cons, trace_recursion B γ hγ Tr hTr a l ⟨n, hlen⟩,
        pairings, hflat, ← Fin.sum_univ_def, Finset.mul_sum]
      refine Finset.sum_congr rfl fun j _ => ?_
      have hj : (l.eraseIdx j).length = 2 * n := by
        rw [List.length_eraseIdx_of_lt j.isLt]
        omega
      -- the new pair multiplies the value of every smaller pairing
      have hw : (weight B ∘ fun p : ℤ × List (V × V) =>
          ((-1) ^ (j : ℕ) * p.1, (a, l.get j) :: p.2))
          = fun p => ((-1) ^ (j : ℕ) * B a (l.get j)) * weight B p := by
        funext p
        simp only [Function.comp_apply, weight, List.map_cons, List.prod_cons]
        push_cast
        ring
      rw [ih _ hj, List.map_map, hw, List.sum_map_mul_left]
      ring
```

## (d) Counting the terms

Show that \(2n+2\) vectors give

\[
(2n+1)!!=(2n+1)(2n-1)\cdots3\cdot1
\]

terms.

**Solution.** Two vectors give one term, and \(1!!=1\). With \(2n+4\) vectors the first has \(2n+3\) possible partners, and each choice leaves \(2n+2\) vectors with \((2n+1)!!\) terms. The total is \((2n+3)(2n+1)!!=(2n+3)!!\).

The theorem counts entries of the list, before any of them vanish or are combined. If labels repeat, some entries can coincide.

```lean
/-- Full recursion for `2 * n + 2` vectors produces `(2 * n + 1)‼` terms. -/
theorem pairings_length {α : Type*} (n : ℕ) (l : List α) (hl : l.length = 2 * n + 2) :
    (pairings (n + 1) l).length = (2 * n + 1)‼ := by
  induction n generalizing l with
  | zero =>
    obtain ⟨a, b, rfl⟩ := List.length_eq_two.mp hl
    simp [pairings, List.length_flatMap]
  | succ n ih =>
    cases l with
    | nil => simp at hl
    | cons a l =>
      have hlen : l.length = 2 * n + 3 := by
        rw [List.length_cons] at hl
        omega
      have hj : ∀ j : Fin l.length,
          (pairings (n + 1) (l.eraseIdx j)).length = (2 * n + 1)‼ := fun j =>
        ih _ (by rw [List.length_eraseIdx_of_lt j.isLt]; omega)
      rw [pairings, List.length_flatMap]
      simp only [List.length_map, hj]
      rw [← Fin.sum_univ_def, Finset.sum_const, Finset.card_univ, Fintype.card_fin, hlen,
        smul_eq_mul, show 2 * (n + 1) + 1 = (2 * n + 1) + 2 by ring,
        Nat.doubleFactorial_add_two]
```

## (e) Odd products

Suppose that an invertible \(g\in A\) satisfies \(g\gamma(a)=-\gamma(a)g\) for every label \(a\). In four dimensions \(\gamma^5\) plays this role. Show that for a list \(l\) of odd length

\[
\mathrm{Tr}\,\Pi(l)=0 .
\]

**Solution.** Moving \(g\) through an odd number of gammas gives \(g\,\Pi(l)=-\Pi(l)\,g\). Therefore

\[
\mathrm{Tr}\,\Pi(l)=\mathrm{Tr}\big(g^{-1}g\,\Pi(l)\big)=-\mathrm{Tr}\big(g^{-1}\Pi(l)\,g\big)=-\mathrm{Tr}\,\Pi(l),
\]

with cyclicity in the last step, and the trace vanishes. The Clifford relation is not used.

In the proof, `hc` moves \(g\) through a list of any length by induction, while `e1` and `e2` evaluate the two traces with \(g^{-1}\).

```lean
/-- If an invertible element anticommutes with every gamma, the cyclic trace of a product of
an odd number of gammas vanishes. -/
theorem trace_odd (γ : V → A) (Tr : A →ₗ[ℂ] ℂ) (hTr : ∀ x y, Tr (x * y) = Tr (y * x))
    (g : A) (hu : IsUnit g) (hg : ∀ a, g * γ a = -(γ a * g))
    (l : List V) (hl : Odd l.length) : Tr (l.map γ).prod = 0 := by
  have hc : ∀ l : List V,
      g * (l.map γ).prod = (-1 : ℂ) ^ l.length • ((l.map γ).prod * g) := by
    intro l
    induction l with
    | nil => simp
    | cons b l ih =>
      rw [List.map_cons, List.prod_cons, ← mul_assoc, hg, neg_mul, mul_assoc, ih,
        List.length_cons, pow_succ, mul_smul_comm, mul_assoc]
      module
  have h := hc l
  rw [hl.neg_one_pow, neg_one_smul] at h
  obtain ⟨u, rfl⟩ := hu
  -- conjugation preserves the trace but reverses the sign of an odd product
  have e1 : Tr (↑u⁻¹ * (↑u * (l.map γ).prod)) = Tr (l.map γ).prod := by
    rw [Units.inv_mul_cancel_left]
  have e2 : Tr (↑u⁻¹ * ((l.map γ).prod * ↑u)) = Tr (l.map γ).prod := by
    rw [hTr, mul_assoc, Units.mul_inv, mul_one]
  rw [h, mul_neg, map_neg, e2] at e1
  linear_combination (-1 / 2) * e1
```

## (f) The Clifford relation for Dirac matrices

Now take explicit matrices. The labels are complex four-vectors \(v=(v^0,\vec v)\), with the product \(v\cdot w=v^0w^0-\vec v\cdot\vec w\), which has no complex conjugation. Lean's `v 0` to `v 3` are the contravariant components.

```lean
/-- The Minkowski product with signature `(+,-,-,-)`, extended bilinearly to complex vectors. -/
def minkowski (v w : Fin 4 → ℂ) : ℂ := v 0 * w 0 - v 1 * w 1 - v 2 * w 2 - v 3 * w 3
```

With the Pauli matrices \(\vec\sigma\), the chiral representation is

\[
\slashed v=\begin{pmatrix}0&v^0-\vec v\cdot\vec\sigma\\ v^0+\vec v\cdot\vec\sigma&0\end{pmatrix}.
\]

```lean
/-- The Feynman slash of a four-vector in the chiral representation. -/
def slash (v : Fin 4 → ℂ) : Matrix (Fin 4) (Fin 4) ℂ :=
  !![0, 0, v 0 - v 3, -(v 1 - Complex.I * v 2);
     0, 0, -(v 1 + Complex.I * v 2), v 0 + v 3;
     v 0 + v 3, v 1 - Complex.I * v 2, 0, 0;
     v 1 + Complex.I * v 2, v 0 - v 3, 0, 0]
```

The chirality matrix, needed in (g), is \(\gamma^5=\mathrm{diag}(-1,-1,1,1)\).

```lean
/-- The chirality matrix in the chiral representation. -/
def gamma5 : Matrix (Fin 4) (Fin 4) ℂ :=
  !![-1, 0, 0, 0; 0, -1, 0, 0; 0, 0, 1, 0; 0, 0, 0, 1]
```

Show that

\[
\slashed v\slashed w+\slashed w\slashed v=2\,(v\cdot w)\,1 .
\]

**Solution.** Products of two slashed vectors are block diagonal. The upper block of the sum is

\[
(v^0-\vec v\cdot\vec\sigma)(w^0+\vec w\cdot\vec\sigma)+(w^0-\vec w\cdot\vec\sigma)(v^0+\vec v\cdot\vec\sigma).
\]

The terms linear in \(\vec\sigma\) cancel. The quadratic ones give \(-2\,\vec v\cdot\vec w\), because \(\sigma_i\sigma_k+\sigma_k\sigma_i=2\delta_{ik}\). What remains is \(2\,v\cdot w\), and the lower block follows by reversing the sign of \(\vec\sigma\). Lean compares the sixteen entries one by one, using \(i^2=-1\) where it is needed.

```lean
/-- Slashed four-vectors obey the Clifford relation with the Minkowski product. -/
theorem slash_anticomm (v w : Fin 4 → ℂ) :
    slash v * slash w + slash w * slash v = (2 * minkowski v w) • 1 := by
  ext i j
  fin_cases i <;> fin_cases j <;>
    simp [slash, minkowski] <;>
    first
    | ring1
    | linear_combination (2 * v 2 * w 2) * Complex.I_sq
```

## (g) Dirac matrices meet every hypothesis

Show that, besides the relation in (f), \(\gamma^5\) is invertible and

\[
\gamma^5\slashed v=-\slashed v\gamma^5,\qquad \mathrm{Tr}(xy)=\mathrm{Tr}(yx)
\]

for all four-vectors \(v\) and all \(4\times4\) matrices \(x,y\).

**Solution.** Since \((\gamma^5)^2=1\), the matrix is its own inverse. It multiplies the upper block row by \(-1\) and the lower one by \(+1\) from the left, and does the same to the block columns from the right. On the off-diagonal blocks of \(\slashed v\) the two actions differ by a sign. Cyclicity follows from exchanging the two index sums in \(\sum_{i,k}x_{ik}y_{ki}\).

Parts (b), (c) and (e) therefore apply to slashed four-vectors, with \(\mathrm{Tr}(1)=4\).

```lean
/-- The Dirac matrices, `gamma5` and the matrix trace satisfy the Clifford relation,
anticommutation with an invertible element, and cyclicity. -/
theorem dirac_witness :
    (∀ v w, slash v * slash w + slash w * slash v = (2 * minkowski v w) • 1) ∧
    IsUnit gamma5 ∧ (∀ v, gamma5 * slash v = -(slash v * gamma5)) ∧
    (∀ x y, Matrix.traceLinearMap (Fin 4) ℂ ℂ (x * y)
      = Matrix.traceLinearMap (Fin 4) ℂ ℂ (y * x)) := by
  have h5 : gamma5 * gamma5 = 1 := by
    ext i j
    fin_cases i <;> fin_cases j <;>
      simp [gamma5, Matrix.mul_apply, Fin.sum_univ_succ]
  refine ⟨slash_anticomm, ⟨⟨gamma5, gamma5, h5, h5⟩, rfl⟩, fun v => ?_,
    fun x y => Matrix.trace_mul_comm x y⟩
  ext i j
  fin_cases i <;> fin_cases j <;>
    simp [gamma5, slash, Matrix.mul_apply, Fin.sum_univ_succ]
```

## (h) Four slashed vectors

Show that

\[
\mathrm{Tr}(\slashed a\slashed b\slashed c\slashed d)=4\big[(a\cdot b)(c\cdot d)-(a\cdot c)(b\cdot d)+(a\cdot d)(b\cdot c)\big].
\]

**Solution.** The trace of (f), with cyclicity, gives \(2\,\mathrm{Tr}(\slashed x\slashed y)=8\,x\cdot y\), so \(\mathrm{Tr}(\slashed x\slashed y)=4\,x\cdot y\). By (b), contracting \(a\) with \(b\), \(c\) and \(d\) carries the signs \(+,-,+\) and leaves the traces of \(\slashed c\slashed d\), \(\slashed b\slashed d\) and \(\slashed b\slashed c\). Inserting the two-vector result gives the formula. In Lean these steps are `h2` and `h4`.

For a numerical instance, take \(a=(1,0,0,0)\), \(b=(2,0,0,1)\), \(c=(1,1,0,0)\) and \(d=(3,1,0,1)\). Then

\[
4\,[\,2\cdot2-1\cdot5+3\cdot2\,]=20 .
\]

Multiplying the matrices directly gives a trace of 10 from each diagonal block, which agrees.

```lean
/-- The trace of four slashed vectors is four times the alternating sum of the three
products of Minkowski contractions. -/
theorem trace_four_slash (a b c d : Fin 4 → ℂ) :
    (slash a * slash b * slash c * slash d).trace =
      4 * (minkowski a b * minkowski c d - minkowski a c * minkowski b d
        + minkowski a d * minkowski b c) := by
  have h2 : ∀ x y, (slash x * slash y).trace = 4 * minkowski x y := by
    intro x y
    have h := congrArg Matrix.trace (slash_anticomm x y)
    rw [Matrix.trace_add, Matrix.trace_mul_comm (slash y), Matrix.trace_smul,
      Matrix.trace_one, Fintype.card_fin, smul_eq_mul] at h
    push_cast at h
    linear_combination h / 2
  -- contract the first vector with each of the other three
  have h4 : (slash a * ([b, c, d].map slash).prod).trace =
      (-1) ^ 0 * minkowski a b * ([c, d].map slash).prod.trace
      + (-1) ^ 1 * minkowski a c * ([b, d].map slash).prod.trace
      + (-1) ^ 2 * minkowski a d * ([b, c].map slash).prod.trace :=
    (trace_recursion minkowski slash slash_anticomm (Matrix.traceLinearMap (Fin 4) ℂ ℂ)
      (fun x y => Matrix.trace_mul_comm x y) a [b, c, d] ⟨1, rfl⟩).trans
      (Fin.sum_univ_three _)
  simp only [List.map_cons, List.map_nil, List.prod_cons, List.prod_nil, mul_one, h2] at h4
  rw [mul_assoc, mul_assoc, h4]
  ring

end GammaTraces
```

```lean
#print axioms GammaTraces.trace_eq_sum_pairings
#print axioms GammaTraces.pairings_length
#print axioms GammaTraces.trace_odd
#print axioms GammaTraces.trace_four_slash
```

```
'GammaTraces.trace_eq_sum_pairings' depends on axioms: [propext, Classical.choice, Quot.sound]
'GammaTraces.pairings_length' depends on axioms: [propext, Classical.choice, Quot.sound]
'GammaTraces.trace_odd' depends on axioms: [propext, Classical.choice, Quot.sound]
'GammaTraces.trace_four_slash' depends on axioms: [propext, Classical.choice, Quot.sound]
```
